# Stationary ultrasoft orbitals couple only when their occupations are equal

In an ultrasoft-pseudopotential calculation for a metal, the orbitals are orthonormal with respect to an overlap matrix \(S\), and levels near the chemical potential are fractionally filled. When the free energy is stationary in both orbitals and occupations, which orbitals can the Hamiltonian still couple, and are the occupations Fermi functions? Here both questions are answered for a fixed Hermitian matrix \(H\) in a finite basis. In practice \(H\) would be the Hamiltonian at self-consistency, with its screened nonlocal coefficients included.

The type `n` labels basis functions and `m` labels orbitals; both are finite.

```lean
import Mathlib

open Matrix

namespace UltrasoftOccupations

noncomputable section

variable {n m : Type*} [Fintype n] [Fintype m] [DecidableEq m]
```

## Orbitals, occupations and multipliers

The columns of \(C\) are the orbitals, and \(f_i\) is the occupation of spin orbital \(i\). The occupations form the diagonal matrix \(F=\mathrm{diag}(f_i)\), written `occ f`.

```lean
/-- The diagonal matrix of orbital occupations. -/
def occ (f : m → ℝ) : Matrix m m ℂ := diagonal fun i => (f i : ℂ)
```

The Hamiltonian between the orbitals is \(h=C^\dagger HC\), written `subH H C`.

```lean
/-- The Hamiltonian matrix `h = Cᴴ H C` between the orbitals in the columns of `C`. -/
def subH (H : Matrix n n ℂ) (C : Matrix n m ℂ) : Matrix m m ℂ := Cᴴ * H * C
```

At fixed \(H\) and \(F\), the orbital energy is \(\mathrm{Tr}(FC^\dagger HC)\). Imposing \(C^\dagger SC=1\) with a matrix \(L\) of Lagrange multipliers and varying \(C^\dagger\) gives

\[
HCF=SCL .
\]

The structure below takes this equation as a hypothesis, together with Hermitian \(H\) and \(L\). Hermiticity of \(L\) reflects that of the constraint \(C^\dagger SC=1\) for a physical overlap. The proofs use \(S\) only through the two equations, so its own Hermiticity is not required.

```lean
/-- Orbitals orthonormal in the overlap `S` that satisfy `H C F = S C L`, with Hermitian
Hamiltonian `H` and Hermitian multiplier matrix `L`. -/
structure StationaryOrbitals (H S : Matrix n n ℂ) (C : Matrix n m ℂ) (f : m → ℝ)
    (L : Matrix m m ℂ) : Prop where
  hermH : H.IsHermitian
  hermL : L.IsHermitian
  ortho : Cᴴ * S * C = 1
  balance : H * C * occ f = S * C * L
```

## The free energy of the occupations

With \(T\) in energy units and \(\mu\) the chemical potential, the Fermi occupation of a level \(\varepsilon\) is

\[
f=\frac{1}{e^{(\varepsilon-\mu)/T}+1}.
\]

```lean
/-- The Fermi occupation of a level `ε` at chemical potential `μ` and temperature `T ≠ 0`. -/
def fermi (T μ ε : ℝ) : ℝ := 1 / (Real.exp ((ε - μ) / T) + 1)
```

The occupations enter the free energy

\[
\sum_i\Big(f_i(\varepsilon_i-\mu)+T\big[f_i\ln f_i+(1-f_i)\ln(1-f_i)\big]\Big),
\]

whose levels \(\varepsilon_i\) are held fixed while \(f\) varies. The fixed \(\mu\) stands for contact with an electron reservoir.

```lean
/-- The free energy of occupations `f` at fixed levels `ε`, for `f` between 0 and 1. -/
def freeEnergy (T μ : ℝ) (ε f : m → ℝ) : ℝ :=
  ∑ i, (f i * (ε i - μ) + T * (f i * Real.log (f i) + (1 - f i) * Real.log (1 - f i)))
```

Stationarity means that the derivative at \(t=0\) along \(f+tv\) vanishes for every real direction \(v\).

```lean
/-- The free energy has zero derivative at `f` along every direction of occupation space. -/
def OccupationStationary (T μ : ℝ) (ε f : m → ℝ) : Prop :=
  ∀ v : m → ℝ, HasDerivAt (fun t : ℝ => freeEnergy T μ ε (fun i => f i + t * v i)) 0 0
```

Since the exponential is positive, the denominator of the Fermi function exceeds 1, which places the occupation strictly between 0 and 1.

```lean
/-- A Fermi occupation lies strictly between 0 and 1. -/
theorem fermi_mem (T μ ε : ℝ) : 0 < fermi T μ ε ∧ fermi T μ ε < 1 := by
  have hE := Real.exp_pos ((ε - μ) / T)
  unfold fermi
  constructor
  · positivity
  · rw [div_lt_one (by positivity)]
    linarith
```

For \(T>0\) and \(0<x<1\), the one-level equation can be solved by rearranging and exponentiating:

\[
\varepsilon-\mu+T[\ln x-\ln(1-x)]=0
\iff \frac{1-x}{x}=e^{(\varepsilon-\mu)/T}
\iff x=\frac{1}{e^{(\varepsilon-\mu)/T}+1}.
\]

In the proof, `key` is the second equivalence; the final rewriting takes logarithms to obtain the first.

```lean
/-- The one-level stationarity equation holds exactly at the Fermi occupation. -/
theorem level_equation_iff {T μ ε x : ℝ} (hT : 0 < T) (hx : 0 < x ∧ x < 1) :
    ε - μ + T * (Real.log x - Real.log (1 - x)) = 0 ↔ x = fermi T μ ε := by
  have hy : 0 < 1 - x := by linarith [hx.2]
  have key : x = fermi T μ ε ↔ Real.exp ((ε - μ) / T) = (1 - x) / x := by
    have hE := Real.exp_pos ((ε - μ) / T)
    unfold fermi
    rw [eq_div_iff (by positivity), eq_div_iff hx.1.ne']
    constructor <;> intro h <;> linarith
  rw [key, ← Real.exp_log (div_pos hy hx.1), Real.exp_eq_exp,
    Real.log_div hy.ne' hx.1.ne', div_eq_iff hT.ne']
  constructor <;> intro h <;> linarith
```

The equation arises from differentiating the entropy term:

\[
\frac{d}{dx}\big[x\ln x+(1-x)\ln(1-x)\big]
=\ln x+1-\ln(1-x)-1 .
\]

The constants cancel, so at occupations strictly between 0 and 1 the derivative along \(v\) is

\[
\sum_i v_i\big(\varepsilon_i-\mu+T[\ln f_i-\ln(1-f_i)]\big).
\]

The proof builds this from the product and chain rules; `e1` and `e2` are the two constants, each multiplied by \(v_i\).

```lean
omit [DecidableEq m] in
/-- The derivative of the free energy along a direction `v` of occupation space. -/
theorem freeEnergy_hasDerivAt (T μ : ℝ) (ε f v : m → ℝ) (hf : ∀ i, 0 < f i ∧ f i < 1) :
    HasDerivAt (fun t : ℝ => freeEnergy T μ ε (fun i => f i + t * v i))
      (∑ i, v i * (ε i - μ + T * (Real.log (f i) - Real.log (1 - f i)))) 0 := by
  unfold freeEnergy
  refine HasDerivAt.fun_sum fun i _ => ?_
  have p : f i ≠ 0 := (hf i).1.ne'
  have q : 1 - f i ≠ 0 := (sub_pos.2 (hf i).2).ne'
  have h1 : HasDerivAt (fun t : ℝ => f i + t * v i) (v i) 0 := by
    simpa using ((hasDerivAt_id' (0 : ℝ)).mul_const (v i)).const_add (f i)
  have h2 : HasDerivAt (fun t : ℝ => 1 - (f i + t * v i)) (-v i) 0 := h1.const_sub 1
  have h3 := h1.log (by rw [zero_mul, add_zero]; exact p)
  have h4 := h2.log (by rw [zero_mul, add_zero]; exact q)
  refine ((h1.mul_const (ε i - μ)).fun_add
    (((h1.fun_mul h3).fun_add (h2.fun_mul h4)).const_mul T)).congr_deriv ?_
  simp only [zero_mul, add_zero]
  -- the two constant terms of the entropy derivative cancel
  have e1 : f i * (v i / f i) = v i := by field_simp
  have e2 : (1 - f i) * (-v i / (1 - f i)) = -v i := by field_simp
  linear_combination T * e1 + T * e2
```

Choosing \(v\) to be 1 at orbital \(i\) and 0 elsewhere isolates one bracket, which must vanish, and the one-level equation gives the Fermi occupation. Conversely, at Fermi occupations every bracket vanishes, and so does the sum. This establishes stationarity, not minimality.

```lean
/-- At positive temperature, the free energy is stationary exactly at Fermi occupations. -/
theorem occupationStationary_iff {T μ : ℝ} {ε f : m → ℝ} (hT : 0 < T)
    (hf : ∀ i, 0 < f i ∧ f i < 1) :
    OccupationStationary T μ ε f ↔ ∀ i, f i = fermi T μ (ε i) := by
  constructor
  · intro h i
    -- vary one occupation at a time
    have e := (freeEnergy_hasDerivAt T μ ε f (fun k => if k = i then 1 else 0) hf).unique (h _)
    simp only [ite_mul, one_mul, zero_mul, Finset.sum_ite_eq', Finset.mem_univ, if_true] at e
    exact (level_equation_iff hT (hf i)).1 e
  · intro h v
    refine (freeEnergy_hasDerivAt T μ ε f v hf).congr_deriv (Finset.sum_eq_zero fun i _ => ?_)
    rw [(level_equation_iff hT (hf i)).2 (h i), mul_zero]
```

## Commutation from the orbital equation

Because \(H\) is Hermitian, \(h^\dagger=C^\dagger H^\dagger C=h\). The occupations are real, so \(F^\dagger=F\), and therefore \((hF)^\dagger=Fh\).

```lean
/-- For a Hermitian Hamiltonian, the adjoint of `h F` is `F h`. -/
theorem adjoint_subH_occ {H : Matrix n n ℂ} (hH : H.IsHermitian) (C : Matrix n m ℂ)
    (f : m → ℝ) : (subH H C * occ f)ᴴ = occ f * subH H C := by
  have h1 : (subH H C)ᴴ = subH H C := by
    unfold subH
    rw [conjTranspose_mul, conjTranspose_mul, conjTranspose_conjTranspose, hH.eq,
      Matrix.mul_assoc]
  have h2 : (occ f)ᴴ = occ f := by
    unfold occ
    rw [diagonal_conjTranspose]
    congr 1
    funext i
    simp
  rw [conjTranspose_mul, h1, h2]
```

Multiplying the orbital equation by \(C^\dagger\) from the left gives

\[
hF=C^\dagger HCF=C^\dagger SCL=L .
\]

Taking adjoints gives \(L=L^\dagger=Fh\), hence \(hF=Fh\). It follows that \(LF=hFF=FhF=FL\). The \((i,j)\) entry of \(hF=Fh\) reads

\[
h_{ij}f_j=f_ih_{ij},\qquad (f_i-f_j)h_{ij}=0,
\]

so \(h_{ij}=0\) whenever \(f_i\ne f_j\). The `calc` block is the projection, and `z` is the last equation.

```lean
/-- For stationary orbitals `L = h F`, both `h` and `L` commute with `F`, and `h` does not
couple orbitals of different occupation. -/
theorem stationary_structure {H S : Matrix n n ℂ} {C : Matrix n m ℂ} {f : m → ℝ}
    {L : Matrix m m ℂ} (s : StationaryOrbitals H S C f L) :
    L = subH H C * occ f ∧ subH H C * occ f = occ f * subH H C ∧
      L * occ f = occ f * L ∧ ∀ i j, f i ≠ f j → subH H C i j = 0 := by
  -- project the orbital equation on the orbitals
  have hL : L = subH H C * occ f := by
    calc L = Cᴴ * S * C * L := by rw [s.ortho, Matrix.one_mul]
      _ = Cᴴ * (S * C * L) := by simp only [Matrix.mul_assoc]
      _ = Cᴴ * (H * C * occ f) := by rw [s.balance]
      _ = subH H C * occ f := by simp only [subH, Matrix.mul_assoc]
  have hc : subH H C * occ f = occ f * subH H C := by
    rw [← adjoint_subH_occ s.hermH, ← hL, s.hermL.eq]
  refine ⟨hL, hc, ?_, fun i j hij => ?_⟩
  · rw [hL, ← Matrix.mul_assoc, ← hc]
  · have e := congrFun (congrFun hc i) j
    simp only [occ, mul_diagonal, diagonal_mul] at e
    have z : ((f i : ℂ) - f j) * subH H C i j = 0 := by linear_combination -e
    exact (mul_eq_zero.1 z).resolve_left (sub_ne_zero.2 (by exact_mod_cast hij))
```

Inserting \(L=hF\) into the orbital equation gives \(HCF=SChF\). Column \(j\) carries the factor \(f_j\) on both sides; if no occupation is zero, it cancels and leaves \(HC=SCh\).

Conversely, suppose that \(HC=SCh\) and \(hF=Fh\), and set \(L=hF\). Then \(L^\dagger=Fh=L\), and \(HCF=SChF=SCL\).

```lean
/-- With nonzero occupations, a Hermitian multiplier matrix exists exactly when
`H C = S C h` and `h` commutes with the occupations. -/
theorem exists_multiplier_iff {H S : Matrix n n ℂ} {C : Matrix n m ℂ} {f : m → ℝ}
    (hH : H.IsHermitian) (hC : Cᴴ * S * C = 1) (hf : ∀ i, f i ≠ 0) :
    (∃ L, StationaryOrbitals H S C f L) ↔
      H * C = S * C * subH H C ∧ subH H C * occ f = occ f * subH H C := by
  constructor
  · rintro ⟨L, s⟩
    obtain ⟨hL, hc, -, -⟩ := stationary_structure s
    refine ⟨?_, hc⟩
    have e := s.balance
    rw [hL, ← Matrix.mul_assoc (S * C)] at e
    -- cancel the occupation of each column
    ext i j
    have k := congrFun (congrFun e i) j
    simp only [occ, mul_diagonal] at k
    exact mul_right_cancel₀ (by exact_mod_cast hf j) k
  · rintro ⟨e, hc⟩
    refine ⟨subH H C * occ f, hH, ?_, hC, ?_⟩
    · exact (adjoint_subH_occ hH C f).trans hc.symm
    · rw [← Matrix.mul_assoc (S * C), ← e]
```

## Both conditions together

Now take \(\varepsilon_i=h_{ii}\). Lean writes this as `(subH H C i i).re`, which loses nothing because a Hermitian matrix has a real diagonal. The preceding results give the Fermi occupations, \(HC=SCh\) and the commutation relations.

The restriction on the couplings can also be stated in terms of the levels. If \(f_i=f_j\), subtracting the two level equations gives \(h_{ii}=h_{jj}\). Different levels therefore have different occupations, so orbitals at different levels are not coupled.

For a single orbital, \(h\) is one number \(\varepsilon\), the orbital solves \(HC=\varepsilon SC\), and its occupation is the Fermi function of that eigenvalue.

```lean
/-- Joint stationarity in orbitals and occupations at `T > 0` gives Fermi occupations of the
levels `h i i`, `H C = S C h`, and `h` and `L` commuting with `F`; `h` couples neither orbitals
of different occupation nor orbitals of different level. -/
theorem joint_stationarity {H S : Matrix n n ℂ} {C : Matrix n m ℂ} {f : m → ℝ}
    {L : Matrix m m ℂ} {T μ : ℝ} (s : StationaryOrbitals H S C f L) (hT : 0 < T)
    (hf : ∀ i, 0 < f i ∧ f i < 1)
    (hs : OccupationStationary T μ (fun i => (subH H C i i).re) f) :
    (∀ i, f i = fermi T μ (subH H C i i).re) ∧ H * C = S * C * subH H C ∧
      subH H C * occ f = occ f * subH H C ∧ L * occ f = occ f * L ∧
      ∀ i j, (f i ≠ f j ∨ (subH H C i i).re ≠ (subH H C j j).re) → subH H C i j = 0 := by
  obtain ⟨-, hc, hLc, h0⟩ := stationary_structure s
  have hF := (occupationStationary_iff hT hf).1 hs
  refine ⟨hF, ((exists_multiplier_iff s.hermH s.ortho fun i => (hf i).1.ne').1 ⟨L, s⟩).1,
    hc, hLc, fun i j hij => h0 i j ?_⟩
  rcases hij with h | h
  · exact h
  · -- equal occupations would force equal levels
    intro e
    have a := (level_equation_iff hT (hf i)).2 (hF i)
    have b := (level_equation_iff hT (hf j)).2 (hF j)
    rw [e] at a
    exact h (by linarith)
```

## Coupled orbitals at a stationary point

With more orbitals, \(h\) can remain non-diagonal. Take

\[
h=\begin{pmatrix}0&1&0\\1&0&0\\0&0&e\end{pmatrix},
\]

where \(e\) is any real level.

```lean
/-- A three-orbital Hamiltonian with two coupled orbitals at level 0 and a third at level `e`. -/
def pairH (e : ℝ) : Matrix (Fin 3) (Fin 3) ℂ := !![0, 1, 0; 1, 0, 0; 0, 0, (e : ℂ)]
```

Set \(H=4h\), \(S=4\cdot 1\) and \(C=\tfrac12\cdot 1\). Then \(C^\dagger SC=1\) and \(C^\dagger HC=h\). The first two orbitals both have level 0 and hence equal Fermi occupations, so \(L=hF\) is Hermitian; both sides of the orbital equation equal \(2hF\). The proof checks Hermiticity entry by entry and the other matrix identities by collecting scalar factors.

The coupled block has eigenvalues \(\pm1\), yet both its occupations belong to level 0. The Fermi occupations are thus those of the diagonal elements \(h_{ii}\), which need not be eigenvalues. For direct minimisation with one occupation per orbital, this fixed-\(H\), finite-basis model shows that vanishing orbital and occupation gradients do not by themselves guarantee thermal occupations of the eigenstates.

```lean
/-- With overlap 4 and orbitals scaled by 1/2, the three-orbital model with Fermi occupations is
stationary in orbitals and occupations, and its `h` is the non-diagonal matrix `pairH e`. -/
theorem joint_stationarity_witness (T μ e : ℝ) (hT : 0 < T) :
    StationaryOrbitals ((4 : ℂ) • pairH e) ((4 : ℂ) • 1) ((1 / 2 : ℂ) • 1)
        (fun i => fermi T μ (pairH e i i).re)
        (pairH e * occ fun i => fermi T μ (pairH e i i).re) ∧
      subH ((4 : ℂ) • pairH e) ((1 / 2 : ℂ) • (1 : Matrix (Fin 3) (Fin 3) ℂ)) = pairH e ∧
      OccupationStationary T μ (fun i => (pairH e i i).re)
        (fun i => fermi T μ (pairH e i i).re) := by
  have hs : star (1 / 2 : ℂ) = 1 / 2 := by simp
  refine ⟨⟨?_, ?_, ?_, ?_⟩, ?_, ?_⟩
  · apply Matrix.IsHermitian.ext
    intro i j
    fin_cases i <;> fin_cases j <;> simp [pairH]
  · apply Matrix.IsHermitian.ext
    intro i j
    fin_cases i <;> fin_cases j <;> simp [pairH, occ, mul_diagonal]
  · simp only [conjTranspose_smul, conjTranspose_one, hs, Matrix.smul_mul, Matrix.mul_smul,
      Matrix.one_mul]
    module
  · simp only [Matrix.smul_mul, Matrix.mul_smul, Matrix.one_mul, Matrix.mul_one]
  · simp only [subH, conjTranspose_smul, conjTranspose_one, hs, Matrix.smul_mul,
      Matrix.mul_smul, Matrix.one_mul, Matrix.mul_one]
    module
  · exact (occupationStationary_iff hT fun i => fermi_mem T μ _).2 fun i => rfl

end

end UltrasoftOccupations
```

```lean
#print axioms UltrasoftOccupations.joint_stationarity
-- 'UltrasoftOccupations.joint_stationarity' depends on axioms: [propext, Classical.choice, Quot.sound]
```
